# The volume derivative of the eigenvalue equation for a differentiable phonon mode

A phonon mode has a finite dynamical matrix D, a polarization vector e and a real frequency w, all depending on the volume V and differentiable at V₀, with D e = w² e for every V near V₀. At V₀ the matrix is also assumed Hermitian, the vector of unit norm and the frequency positive, though the proof uses none of these three. `deriv_eigen` states that, at V₀, D′ e + D e′ = 2 w w′ e + w² e′, where primes are volume derivatives. The attempt works component by component: it differentiates each side by the product rule, then equates the results, since two functions that agree near V₀ have the same derivative there.

The first attempt, which Lean rejects:

```lean
import Mathlib

open Matrix Topology

namespace DerivEigen

noncomputable section

/-- A phonon mode near the volume `V₀`: the dynamical matrix `D`, polarization vector `e` and
frequency `w` have derivatives `D'`, `e'`, `w'` at `V₀` and obey `D e = w² e` near `V₀`.
At `V₀` the matrix is Hermitian, the vector has unit norm and the frequency is positive. -/
structure PhononBranch {n : Type*} [Fintype n] (D : ℝ → Matrix n n ℂ) (D' : Matrix n n ℂ)
    (e : ℝ → n → ℂ) (e' : n → ℂ) (w : ℝ → ℝ) (w' V₀ : ℝ) : Prop where
  hermitian : (D V₀).IsHermitian
  unit : star (e V₀) ⬝ᵥ e V₀ = 1
  pos : 0 < w V₀
  eigen : ∀ᶠ V in 𝓝 V₀, D V *ᵥ e V = ((w V : ℂ) ^ 2) • e V
  deriv_D : ∀ i j, HasDerivAt (fun V => D V i j) (D' i j) V₀
  deriv_e : ∀ i, HasDerivAt (fun V => e V i) (e' i) V₀
  deriv_w : HasDerivAt w w' V₀

variable {n : Type*} [Fintype n] {D : ℝ → Matrix n n ℂ} {D' : Matrix n n ℂ}
  {e : ℝ → n → ℂ} {e' : n → ℂ} {w : ℝ → ℝ} {w' V₀ : ℝ}

/-- The volume derivative of the eigenvalue equation of a phonon mode:
`D' e + D e' = 2 w w' e + w² e'`. -/
theorem deriv_eigen (h : PhononBranch D D' e e' w w' V₀) :
    D' *ᵥ e V₀ + D V₀ *ᵥ e' =
      (2 * (w V₀ : ℂ) * (w' : ℂ)) • e V₀ + ((w V₀ : ℂ) ^ 2) • e' := by
  ext i
  have hL : HasDerivAt (fun V => ∑ j, D V i j * e V j)
      (∑ j, (D' i j * e V₀ j + D V₀ i j * e' j)) V₀ :=
    HasDerivAt.fun_sum fun j _ => (h.deriv_D i j).fun_mul (h.deriv_e j)
  have hw : HasDerivAt (fun V => (w V : ℂ)) (w' : ℂ) V₀ := h.deriv_w.ofReal_comp
  have hR : HasDerivAt (fun V => (w V : ℂ) ^ 2 * e V i)
      (2 * (w V₀ : ℂ) * (w' : ℂ) * e V₀ i + (w V₀ : ℂ) ^ 2 * e' i) V₀ := by
    convert (hw.fun_mul hw).fun_mul (h.deriv_e i) using 1
    · funext V
      ring
    · ring
  have hEq : (fun V => ∑ j, D V i j * e V j) =ᶠ[𝓝 V₀]
      fun V => (w V : ℂ) ^ 2 * e V i := by
    filter_upwards [h.eigen] with V hV
    exact congrFun hV i
  -- both sides of the eigenvalue equation have the same derivative
  have key := hL.unique (hR.congr_of_eventuallyEq hEq)
  rw [Finset.sum_add_distrib] at key
  exact key

end

end DerivEigen
```

Lean reports:

```
Main.lean:38:6: error: Tactic `apply` failed: could not unify the conclusion of `@funext`
  ?f = ?g
with the goal
  Complex.addCommGroup = instCommCStarAlgebraComplex.toCStarAlgebra.toAddCommGroup

Note: The full type of `@funext` is
  ∀ {α : Sort ?u.164} {β : α → Sort ?u.163} {f g : (x : α) → β x}, (∀ (x : α), f x = g x) → f = g

case e'_4
n : Type u_1
inst✝ : Fintype n
D : ℝ → Matrix n n ℂ
D' : Matrix n n ℂ
e : ℝ → n → ℂ
e' : n → ℂ
w : ℝ → ℝ
w' V₀ : ℝ
h : PhononBranch D D' e e' w w' V₀
i : n
hL : HasDerivAt (fun V => ∑ j, D V i j * e V j) (∑ j, (D' i j * e V₀ j + D V₀ i j * e' j)) V₀
hw : HasDerivAt (fun V => ↑(w V)) (↑w') V₀
⊢ Complex.addCommGroup = instCommCStarAlgebraComplex.toCStarAlgebra.toAddCommGroup
Try this:
  [apply] ring_nf
  
  The `ring` tactic failed to close the goal. Use `ring_nf` to obtain a normal form.
    
  Note that `ring` works primarily in *commutative* rings. If you have a noncommutative ring, abelian group or module, consider using `noncomm_ring`, `abel` or `module` instead.
Main.lean:36:73: error: unsolved goals
case e'_9
n : Type u_1
inst✝ : Fintype n
D : ℝ → Matrix n n ℂ
D' : Matrix n n ℂ
e : ℝ → n → ℂ
e' : n → ℂ
w : ℝ → ℝ
w' V₀ : ℝ
h : PhononBranch D D' e e' w w' V₀
i : n
hL : HasDerivAt (fun V => ∑ j, D V i j * e V j) (∑ j, (D' i j * e V₀ j + D V₀ i j * e' j)) V₀
hw : HasDerivAt (fun V => ↑(w V)) (↑w') V₀
⊢ 2 * ↑(w V₀) * ↑w' * e V₀ i + ↑(w V₀) ^ 2 * e' i = (↑w' * ↑(w V₀) + ↑(w V₀) * ↑w') * e V₀ i + ↑(w V₀) * ↑(w V₀) * e' i
```

The failure is in `hR`, the derivative of the right-hand side. `convert … using 1` was expected to leave two goals, one for the function and one for the derivative's value. It also left a first goal, that two additive group structures on ℂ are equal: `Complex.addCommGroup` and the one the product rule reached through `instCommCStarAlgebraComplex`. `funext` failed there because this is not an equation between functions.

The bullets were thus one goal out of step. The second met the function equation, which `ring` closed by falling back to `ring_nf`, hence the "Try this" message. The value equation had no bullet left and is the unsolved goal; `ring` can prove it.

The repair drops `convert`. It proves the two equations separately, as `hfun` and `hval`, and rewrites with them, so that the goal has the function and value the product rule gives. `exact` then only has to match the two group structures, which it can do by unfolding their definitions, so no separate goal arises.

Lean accepts the file once it reads:

```diff
@@ -35,8 +35,14 @@
   have hR : HasDerivAt (fun V => (w V : ℂ) ^ 2 * e V i)
       (2 * (w V₀ : ℂ) * (w' : ℂ) * e V₀ i + (w V₀ : ℂ) ^ 2 * e' i) V₀ := by
-    convert (hw.fun_mul hw).fun_mul (h.deriv_e i) using 1
-    · funext V
+    have hfun : (fun V => (w V : ℂ) ^ 2 * e V i) =
+        fun V => (w V : ℂ) * (w V : ℂ) * e V i := by
+      funext V
       ring
-    · ring
+    have hval : 2 * (w V₀ : ℂ) * (w' : ℂ) * e V₀ i + (w V₀ : ℂ) ^ 2 * e' i =
+        ((w' : ℂ) * (w V₀ : ℂ) + (w V₀ : ℂ) * (w' : ℂ)) * e V₀ i +
+          (w V₀ : ℂ) * (w V₀ : ℂ) * e' i := by
+      ring
+    rw [hfun, hval]
+    exact (hw.fun_mul hw).fun_mul (h.deriv_e i)
   have hEq : (fun V => ∑ j, D V i j * e V j) =ᶠ[𝓝 V₀]
       fun V => (w V : ℂ) ^ 2 * e V i := by
```
